# Four-vectors as Hermitian 2×2 matrices, with the closed forward cone as the positive semidefinite ones

A particle moving along the third axis has energy $x_0$ and momentum $x_3$, in units with $c=1$. Put the two numbers into the matrix

$$\begin{pmatrix} x_0+x_3 & 0\\ 0 & x_0-x_3\end{pmatrix}.$$

Its determinant $x_0^2-x_3^2$ is the squared mass. Neither diagonal entry is negative exactly when $x_0\ge|x_3|$. For a massless particle with $x_0=x_3=E$ the matrix is $\mathrm{diag}(2E,0)=\psi\psi^\dagger$, with the spinor $\psi=(\sqrt{2E},0)$. The other two momentum components enter off the diagonal. The determinant is still the squared mass, and a massless particle still gives a matrix $\psi\psi^\dagger$. The sign condition on the diagonal entries is replaced by positive semidefiniteness of the whole matrix, which holds exactly when $x_0$ is at least the length of the momentum.

## The matrix and the spinor's four-vector

```lean
import Mathlib

open Matrix
open scoped ComplexOrder

namespace MinkowskiHermitian

noncomputable section

/-- The first Pauli matrix. -/
def sigma1 : Matrix (Fin 2) (Fin 2) ℂ := !![0, 1; 1, 0]

/-- The second Pauli matrix. -/
def sigma2 : Matrix (Fin 2) (Fin 2) ℂ := !![0, -Complex.I; Complex.I, 0]

/-- The third Pauli matrix. -/
def sigma3 : Matrix (Fin 2) (Fin 2) ℂ := !![1, 0; 0, -1]
```

These are the Pauli matrices $\sigma_1,\sigma_2,\sigma_3$ in their usual form. Lean counts rows and columns from 0.

```lean
/-- The real-linear map `X(x) = x0 I + x1 σ1 + x2 σ2 + x3 σ3` from four-vectors to matrices. -/
def X : (Fin 4 → ℝ) →ₗ[ℝ] Matrix (Fin 2) (Fin 2) ℂ where
  toFun x := x 0 • (1 : Matrix (Fin 2) (Fin 2) ℂ) + x 1 • sigma1 + x 2 • sigma2 + x 3 • sigma3
  map_add' x y := by
    simp only [Pi.add_apply]
    module
  map_smul' c x := by
    simp only [Pi.smul_apply, smul_eq_mul, RingHom.id_apply]
    module
```

A four-vector is a function `Fin 4 → ℝ`, that is, four real numbers $x_0,\dots,x_3$. The definition reads $X(x)=x_0I+x_1\sigma_1+x_2\sigma_2+x_3\sigma_3$. The arrow `→ₗ[ℝ]` makes real-linearity part of the definition, so its two proofs are supplied here.

That the four numbers transform between inertial frames as a physical four-vector is an interpretation that no hypothesis expresses; the action of SL(2,ℂ) does not appear.

```lean
/-- The Euclidean length of the spatial part of a four-vector. -/
def spatialNorm (x : Fin 4 → ℝ) : ℝ := √(x 1 ^ 2 + x 2 ^ 2 + x 3 ^ 2)
```

This is $|x|=\sqrt{x_1^2+x_2^2+x_3^2}$, the length of the spatial part only.

```lean
/-- The four-vector of a spinor, with components `ψ†ψ` and `ψ†σₖψ`, in real and imaginary parts. -/
def spinorVec (ψ : Fin 2 → ℂ) : Fin 4 → ℝ :=
  ![Complex.normSq (ψ 0) + Complex.normSq (ψ 1),
    2 * ((ψ 0).re * (ψ 1).re + (ψ 0).im * (ψ 1).im),
    2 * ((ψ 0).re * (ψ 1).im - (ψ 0).im * (ψ 1).re),
    Complex.normSq (ψ 0) - Complex.normSq (ψ 1)]
```

A spinor is any pair $\psi=(\psi_0,\psi_1)$ of complex numbers, not necessarily normalised. Its four-vector $n$ has components $n_0=\psi^\dagger\psi$ and $n_k=\psi^\dagger\sigma_k\psi$ for $k=1,2,3$. In particular, $n_1+in_2=2\psi_0^*\psi_1$.

## Bijection and determinant

```lean
/-- The matrix `X(x)` written out in its four entries. -/
theorem X_eq (x : Fin 4 → ℝ) :
    X x = !![(x 0 : ℂ) + x 3, x 1 - x 2 * Complex.I; x 1 + x 2 * Complex.I, x 0 - x 3] := by
  ext i j
  fin_cases i <;> fin_cases j <;> simp [X, sigma1, sigma2, sigma3] <;> ring
```

Adding the Pauli matrices gives

$$X(x)=\begin{pmatrix} x_0+x_3 & x_1-ix_2\\ x_1+ix_2 & x_0-x_3\end{pmatrix}.$$

Lean checks the four entries one by one: `fin_cases` lists the index values.

```lean
/-- The map `X` is a bijection from all four-vectors onto the Hermitian 2×2 matrices. -/
theorem X_bijOn : Set.BijOn X Set.univ {H | H.IsHermitian} := by
  refine ⟨fun x _ => ?_, fun x _ y _ h => ?_, fun H hH => ?_⟩
  · refine Matrix.IsHermitian.ext fun i j => ?_
    fin_cases i <;> fin_cases j <;> simp [X_eq, Complex.ext_iff]
  · -- the entries determine the components
    have h00 := congrArg (fun M => (M 0 0).re) h
    have h11 := congrArg (fun M => (M 1 1).re) h
    have hre := congrArg (fun M => (M 1 0).re) h
    have him := congrArg (fun M => (M 1 0).im) h
    simp [X_eq] at h00 h11 hre him
    funext i
    fin_cases i
    · show x 0 = y 0
      linarith
    · show x 1 = y 1
      linarith
    · show x 2 = y 2
      linarith
    · show x 3 = y 3
      linarith
  · -- read the components off a given Hermitian matrix
    have hH' : H.IsHermitian := hH
    have h0 := congrArg Complex.im (hH'.apply 0 0)
    have h1 := congrArg Complex.im (hH'.apply 1 1)
    have hr := congrArg Complex.re (hH'.apply 0 1)
    have hi := congrArg Complex.im (hH'.apply 0 1)
    simp only [Complex.star_def, Complex.conj_im, Complex.conj_re] at h0 h1 hr hi
    refine ⟨![((H 0 0).re + (H 1 1).re) / 2, (H 1 0).re, (H 1 0).im,
      ((H 0 0).re - (H 1 1).re) / 2], Set.mem_univ _, ?_⟩
    rw [X_eq]
    ext i j
    fin_cases i <;> fin_cases j <;> apply Complex.ext <;> simp <;> linarith
```

`Set.BijOn` contains three claims, proved in this order.

- **Every $X(x)$ is Hermitian.** The diagonal is real and the off-diagonal entries are conjugates.
- **Different vectors give different matrices.** The entries return the components: $x_0=(X_{00}+X_{11})/2$, $x_3=(X_{00}-X_{11})/2$ and $x_1+ix_2=X_{10}$.
- **Every Hermitian $H$ is reached.** Apply the same formulas to $H$. Since $H_{00},H_{11}$ are real and $H_{01}=H_{10}^*$, the resulting vector reproduces all four entries.

```lean
/-- The determinant of `X(x)` is the Minkowski square of `x`. -/
theorem det_X (x : Fin 4 → ℝ) :
    (X x).det = ((x 0 ^ 2 - x 1 ^ 2 - x 2 ^ 2 - x 3 ^ 2 : ℝ) : ℂ) := by
  rw [X_eq, Matrix.det_fin_two_of]
  push_cast
  linear_combination (x 2 : ℂ) ^ 2 * Complex.I_sq
```

By hand,

$$\det X=(x_0+x_3)(x_0-x_3)-(x_1-ix_2)(x_1+ix_2)=x_0^2-x_1^2-x_2^2-x_3^2.$$

This fixes the signature $(+,-,-,-)$. The final tactic line supplies $i^2=-1$.

## Positivity and the forward cone

```lean
/-- The four-vector of a spinor is null and has a non-negative time component. -/
theorem spinorVec_null (ψ : Fin 2 → ℂ) :
    spinorVec ψ 0 ^ 2 = spinorVec ψ 1 ^ 2 + spinorVec ψ 2 ^ 2 + spinorVec ψ 3 ^ 2 ∧
      0 ≤ spinorVec ψ 0 := by
  constructor
  · simp [spinorVec, Complex.normSq_apply]
    ring
  · exact add_nonneg (Complex.normSq_nonneg _) (Complex.normSq_nonneg _)
```

Write $a=|\psi_0|^2$ and $b=|\psi_1|^2$. Then $n_1^2+n_2^2=4ab$ and $n_3^2=(a-b)^2$, which add up to $(a+b)^2=n_0^2$. Also $n_0=a+b\ge0$.

```lean
/-- The quadratic form `ψ† X(x) ψ` is the sum of products of the components of `x` and of the
four-vector of `ψ`. -/
theorem expectation_X (x : Fin 4 → ℝ) (ψ : Fin 2 → ℂ) :
    star ψ ⬝ᵥ (X x *ᵥ ψ) = ((x ⬝ᵥ spinorVec ψ : ℝ) : ℂ) := by
  apply Complex.ext <;>
    simp [X_eq, spinorVec, Matrix.mulVec, dotProduct, Fin.sum_univ_two, Fin.sum_univ_four,
      Complex.normSq_apply] <;> ring
```

The left side is $\psi^\dagger X(x)\psi$. By linearity it equals

$$x_0\,\psi^\dagger\psi+\sum_{k=1}^3x_k\,\psi^\dagger\sigma_k\psi=\sum_{\mu=0}^3x_\mu n_\mu.$$

All signs are plus: `⬝ᵥ` is the ordinary dot product, not the Minkowski one. Despite the theorem's name, this is an expectation value only if $\psi^\dagger\psi=1$. Lean compares real and imaginary parts.

```lean
/-- The quadratic form of `X(x)` is at least `x0 - |x|` times `ψ†ψ`, with `|x|` the spatial
length. -/
theorem expectation_lower_bound (x : Fin 4 → ℝ) (ψ : Fin 2 → ℂ) :
    (x 0 - spatialNorm x) * spinorVec ψ 0 ≤ x ⬝ᵥ spinorVec ψ := by
  obtain ⟨hn, h0⟩ := spinorVec_null ψ
  have hr : spatialNorm x ^ 2 = x 1 ^ 2 + x 2 ^ 2 + x 3 ^ 2 := Real.sq_sqrt (by positivity)
  simp only [dotProduct, Fin.sum_univ_four]
  generalize spinorVec ψ = n at *
  -- Cauchy-Schwarz for the spatial parts
  have hcs : (x 1 * n 1 + x 2 * n 2 + x 3 * n 3) ^ 2 ≤ (spatialNorm x * n 0) ^ 2 := by
    rw [mul_pow, hr, hn]
    nlinarith [sq_nonneg (x 1 * n 2 - x 2 * n 1), sq_nonneg (x 1 * n 3 - x 3 * n 1),
      sq_nonneg (x 2 * n 3 - x 3 * n 2)]
  have hb := (abs_le.mp (abs_le_of_sq_le_sq hcs (mul_nonneg (Real.sqrt_nonneg _) h0))).1
  linarith
```

The spatial part of $n$ has length $n_0$, so Cauchy–Schwarz gives $x_1n_1+x_2n_2+x_3n_3\ge-|x|\,n_0$. Adding $x_0n_0$ yields

$$\sum_\mu x_\mu n_\mu\ge(x_0-|x|)\,n_0.$$

Lean proves the squared inequality first. The three `sq_nonneg` terms are the squared components of the cross product, which make up the difference of its two sides.

```lean
/-- `X(x)` is positive semidefinite exactly when `x0 ≥ √(x1² + x2² + x3²)`. -/
theorem posSemidef_X_iff (x : Fin 4 → ℝ) :
    (X x).PosSemidef ↔ √(x 1 ^ 2 + x 2 ^ 2 + x 3 ^ 2) ≤ x 0 := by
  constructor
  · intro h
    have hd := h.det_nonneg
    rw [det_X] at hd
    have hd' := Complex.zero_le_real.mp hd
    -- the two basis spinors give the signs of the diagonal entries
    have hu := h.dotProduct_mulVec_nonneg ![1, 0]
    have hl := h.dotProduct_mulVec_nonneg ![0, 1]
    rw [expectation_X] at hu hl
    have hu' := Complex.zero_le_real.mp hu
    have hl' := Complex.zero_le_real.mp hl
    simp [spinorVec, dotProduct, Fin.sum_univ_four] at hu' hl'
    exact Real.sqrt_le_iff.mpr ⟨by linarith, by linarith⟩
  · intro h
    refine Matrix.PosSemidef.of_dotProduct_mulVec_nonneg (X_bijOn.mapsTo (Set.mem_univ x)) ?_
    intro ψ
    rw [expectation_X]
    exact Complex.zero_le_real.mpr (le_trans
      (mul_nonneg (sub_nonneg.mpr h) (spinorVec_null ψ).2) (expectation_lower_bound x ψ))
```

`PosSemidef` means that $X$ is Hermitian and $\psi^\dagger X\psi\ge0$ for every $\psi$.

Suppose $X$ is positive semidefinite. Its determinant is non-negative, so $x_0^2\ge|x|^2$. The spinors $(1,0)$ and $(0,1)$ give $x_0+x_3\ge0$ and $x_0-x_3\ge0$, whose sum gives $x_0\ge0$. Together these say $x_0\ge|x|$.

Conversely, if $x_0\ge|x|$, the previous bound gives $\psi^\dagger X\psi\ge(x_0-|x|)n_0\ge0$.

The condition $x_0\ge|x|$ combines $x_0^2\ge|x|^2$ with $x_0\ge0$. Without the sign condition the conclusion fails: $x=(-1,0,0,0)$ has Minkowski square 1, but $X=-I$.

```lean
/-- `X(x)` is positive definite exactly when `x0` exceeds the spatial length of `x`. -/
theorem posDef_X_iff (x : Fin 4 → ℝ) : (X x).PosDef ↔ spatialNorm x < x 0 := by
  constructor
  · intro h
    have hd := h.det_pos
    rw [det_X] at hd
    have hd' := Complex.zero_lt_real.mp hd
    have hr : spatialNorm x ^ 2 = x 1 ^ 2 + x 2 ^ 2 + x 3 ^ 2 := Real.sq_sqrt (by positivity)
    refine lt_of_le_of_ne ((posSemidef_X_iff x).mp h.posSemidef) fun heq => ?_
    rw [heq] at hr
    linarith
  · intro h
    refine Matrix.posDef_iff_dotProduct_mulVec.mpr ⟨X_bijOn.mapsTo (Set.mem_univ x), ?_⟩
    intro ψ hψ
    -- a non-zero spinor has positive norm
    have hpos : 0 < spinorVec ψ 0 := by
      refine lt_of_le_of_ne (spinorVec_null ψ).2 fun h0 => hψ ?_
      have hs : 0 = Complex.normSq (ψ 0) + Complex.normSq (ψ 1) := h0
      have ha := Complex.normSq_nonneg (ψ 0)
      have hb := Complex.normSq_nonneg (ψ 1)
      have z0 : ψ 0 = 0 := Complex.normSq_eq_zero.mp (by linarith)
      have z1 : ψ 1 = 0 := Complex.normSq_eq_zero.mp (by linarith)
      funext i
      fin_cases i
      exacts [z0, z1]
    rw [expectation_X]
    exact Complex.zero_lt_real.mpr (lt_of_lt_of_le
      (mul_pos (sub_pos.mpr h) hpos) (expectation_lower_bound x ψ))
```

Positive definite means that $X$ is Hermitian and $\psi^\dagger X\psi>0$ for every non-zero $\psi$. Such an $X$ is also positive semidefinite, so $x_0\ge|x|$ by the previous theorem. Moreover $\det X>0$, which excludes $x_0=|x|$ and leaves $x_0>|x|$. Conversely, a non-zero spinor has $n_0>0$, so the lower bound $(x_0-|x|)n_0$ is strictly positive.

## Spinors on the light cone

```lean
/-- The matrix `ψψ†` is the image under `X` of half the four-vector of `ψ`. -/
theorem X_spinorVec (ψ : Fin 2 → ℂ) :
    X ((1 / 2 : ℝ) • spinorVec ψ) = vecMulVec ψ (star ψ) := by
  rw [X_eq]
  ext i j
  fin_cases i <;> fin_cases j <;> apply Complex.ext <;>
    simp [spinorVec, Matrix.vecMulVec_apply, Complex.normSq_apply] <;> ring
```

`vecMulVec ψ (star ψ)` is $\psi\psi^\dagger$, with entries $\psi_i\psi_j^*$. In $X(n/2)$ the diagonal entries are $(n_0\pm n_3)/2=|\psi_0|^2,|\psi_1|^2$, and the lower left entry is $(n_1+in_2)/2=\psi_1\psi_0^*$. For normalised $\psi$ this is the projector $\tfrac12(I+\sum_kn_k\sigma_k)$.

```lean
/-- The time component of `x` equals its spatial length exactly when `X(x) = ψψ†` for some
spinor `ψ`. -/
theorem lightlike_iff_spinor (x : Fin 4 → ℝ) :
    x 0 = spatialNorm x ↔ ∃ ψ : Fin 2 → ℂ, X x = vecMulVec ψ (star ψ) := by
  constructor
  · intro h
    have h0 : 0 ≤ x 0 := h ▸ Real.sqrt_nonneg _
    have hq : x 0 ^ 2 = x 1 ^ 2 + x 2 ^ 2 + x 3 ^ 2 := by
      rw [h]
      exact Real.sq_sqrt (by positivity)
    have h3 : 0 ≤ x 0 + x 3 := by
      have hle : x 3 ^ 2 ≤ x 0 ^ 2 := by nlinarith [sq_nonneg (x 1), sq_nonneg (x 2)]
      linarith [(abs_le.mp (abs_le_of_sq_le_sq hle h0)).1]
    -- spinor components: `s` above, `a + i b` below
    obtain ⟨s, a, b, hs, ha, hb, hab⟩ : ∃ s a b : ℝ, s * s = x 0 + x 3 ∧ s * a = x 1 ∧
        s * b = x 2 ∧ a * a + b * b = x 0 - x 3 := by
      rcases h3.eq_or_lt with hz | hp
      · have hx3 : x 3 = -x 0 := by linarith
        rw [hx3] at hq
        have h1 : x 1 = 0 := by
          apply (pow_eq_zero_iff two_ne_zero).mp
          nlinarith [sq_nonneg (x 1), sq_nonneg (x 2)]
        have h2 : x 2 = 0 := by
          apply (pow_eq_zero_iff two_ne_zero).mp
          nlinarith [sq_nonneg (x 1), sq_nonneg (x 2)]
        refine ⟨0, √(x 0 - x 3), 0, by linarith, by linarith, by linarith, ?_⟩
        rw [Real.mul_self_sqrt (by linarith)]
        ring
      · have hs := Real.mul_self_sqrt h3
        have hne : √(x 0 + x 3) ≠ 0 := (Real.sqrt_pos.mpr hp).ne'
        generalize √(x 0 + x 3) = s at hs hne
        have ha : s * (x 1 / s) = x 1 := mul_div_cancel₀ _ hne
        have hb : s * (x 2 / s) = x 2 := mul_div_cancel₀ _ hne
        refine ⟨s, x 1 / s, x 2 / s, hs, ha, hb, ?_⟩
        generalize x 1 / s = a at *
        generalize x 2 / s = b at *
        apply mul_left_cancel₀ (mul_ne_zero hne hne)
        linear_combination (s * a + x 1) * ha + (s * b + x 2) * hb - (x 0 - x 3) * hs - hq
    refine ⟨![(s : ℂ), ⟨a, b⟩], ?_⟩
    rw [← X_spinorVec]
    congr 1
    funext i
    fin_cases i <;> simp [spinorVec, Complex.normSq_apply] <;> linarith
  · rintro ⟨ψ, h⟩
    rw [← X_spinorVec] at h
    have hx := X_bijOn.injOn (Set.mem_univ _) (Set.mem_univ _) h
    obtain ⟨hn, h0⟩ := spinorVec_null ψ
    have hc : ∀ i, x i = 1 / 2 * spinorVec ψ i := fun i => congrFun hx i
    have hq : x 1 ^ 2 + x 2 ^ 2 + x 3 ^ 2 = x 0 ^ 2 := by
      rw [hc 0, hc 1, hc 2, hc 3]
      linear_combination (-1 / 4) * hn
    have hx0 : 0 ≤ x 0 := by linarith [hc 0]
    rw [spatialNorm, hq, Real.sqrt_sq hx0]

end

end MinkowskiHermitian
```

Let $x_0=|x|$. Seek $\psi=(s,a+ib)$ with $s,a,b$ real (these $a,b$ are new). Matching entries requires

$$s^2=x_0+x_3,\qquad s(a+ib)=x_1+ix_2,\qquad a^2+b^2=x_0-x_3.$$

Since $|x_3|\le x_0$, we have $x_0+x_3\ge0$. There are two cases.

- If $x_0+x_3>0$, take $s=\sqrt{x_0+x_3}$, $a=x_1/s$, $b=x_2/s$. Then $a^2+b^2=(x_0^2-x_3^2)/(x_0+x_3)=x_0-x_3$.
- If $x_0+x_3=0$, then $x_1^2+x_2^2=x_0^2-x_3^2=0$, and $\psi=(0,\sqrt{x_0-x_3})$ works.

Conversely, if $X(x)=\psi\psi^\dagger=X(n/2)$, injectivity gives $x=n/2$. This vector is null with $x_0\ge0$, so $x_0=|x|$.

The `lightlike` in the theorem's name covers only the future light cone and includes the zero vector, for which $\psi=0$.

In quantum mechanics, for a single two-level system, the positive semidefinite $X$ with $x_0=\tfrac12$ are the density matrices: $2(x_1,x_2,x_3)$ is the Bloch vector, and pure states have $|x|=\tfrac12$.

```lean
#print axioms MinkowskiHermitian.posSemidef_X_iff
#print axioms MinkowskiHermitian.posDef_X_iff
#print axioms MinkowskiHermitian.lightlike_iff_spinor
```

```
'MinkowskiHermitian.posSemidef_X_iff' depends on axioms: [propext, Classical.choice, Quot.sound]
'MinkowskiHermitian.posDef_X_iff' depends on axioms: [propext, Classical.choice, Quot.sound]
'MinkowskiHermitian.lightlike_iff_spinor' depends on axioms: [propext, Classical.choice, Quot.sound]
```
